# A sum over a finite periodic grid is unchanged by a shift of one site

On a periodic grid of `n` sites, with `n` nonzero, adding up a quantity over all sites gives the same total if its value at each site is replaced by the value at the next. In mathematics, the sum of `f (j + 1)` over all `j` in `ZMod n` equals the sum of `f j`, where addition wraps round at the end of the grid. The function `f` is arbitrary, and its values need only lie in an additive commutative monoid. The attempt takes the shift as a bijection of the grid, `Equiv.addRight 1`, and appeals to the fact that reindexing a finite sum by a bijection leaves it unchanged.

The first attempt, which Lean rejects:

```lean
import Mathlib

open scoped ComplexConjugate ComplexOrder

namespace SumShift

noncomputable section

variable {n : ℕ} [NeZero n]

/-- A sum over the periodic grid is unchanged when every site is shifted by one. -/
theorem sum_shift {M : Type*} [AddCommMonoid M] (f : ZMod n → M) :
    ∑ j, f (j + 1) = ∑ j, f j :=
  (Equiv.addRight (1 : ZMod n)).sum_comp f

end

end SumShift
```

Lean reports:

```
Main.lean:14:41: error: Application type mismatch: The argument
  f
has type
  ZMod n → M
of sort `Type u_1` but is expected to have type
  Finset (ZMod n)
of sort `Type` in the application
  Equiv.Perm.sum_comp (Equiv.addRight 1) f
```

What went wrong. The message shows that Lean read `.sum_comp` as `Equiv.Perm.sum_comp`, not as the intended `Equiv.sum_comp`. Dot notation looks first in the namespace of the term's type, and `Equiv.addRight 1` is typed as a permutation, `Equiv.Perm (ZMod n)`. The permutation lemma is about sums over a chosen finite set, so its next explicit argument is a `Finset (ZMod n)`. The proof gives it the function `f` there, hence the type mismatch.

The repair writes the name `Equiv.sum_comp` in full and passes the shift as its first argument. A permutation is an equivalence of a type with itself, so the shift is accepted. This lemma sums over the whole type and takes the function next, so `f` now fits. Applying `Equiv.addRight 1` to `j` gives `j + 1` by definition, so the result matches the stated equation.

The change, after which it compiles:

```diff
@@ -12,5 +12,5 @@
 theorem sum_shift {M : Type*} [AddCommMonoid M] (f : ZMod n → M) :
     ∑ j, f (j + 1) = ∑ j, f j :=
-  (Equiv.addRight (1 : ZMod n)).sum_comp f
+  Equiv.sum_comp (Equiv.addRight (1 : ZMod n)) f
 
 end
```
